# At positive temperature, a classical mode with a positive quartic coefficient has a positive configuration integral, whatever its harmonic stiffness

The theorem `configIntegral_pos` concerns a single classical mode with real displacement x and potential energy V(x) = a x²/2 + b x⁴. It states that the integral of exp(−βV(x)) over the whole real line is strictly positive when β and b are positive, for every real a, so the double wells with a < 0 are included. The attempt first shows that the Boltzmann factor vanishes nowhere, so that its support is the whole line. It then rewrites the goal with the criterion that a nonnegative integrable function has a positive integral exactly when its support has positive measure, taking integrability from the preceding theorem.

The failing Lean file:

```lean
import Mathlib

open MeasureTheory Filter Topology
open scoped Real

namespace ConfigIntegralPos

noncomputable section

/-- Boltzmann factor of a mode with potential energy `a x² / 2 + b x⁴` at inverse
temperature `β`. -/
def boltzmann (β a b x : ℝ) : ℝ :=
  Real.exp (-β * (a * x ^ 2 / 2 + b * x ^ 4))

/-- Classical configuration integral of the mode: the Boltzmann factor integrated over all
displacements. -/
def configIntegral (β a b : ℝ) : ℝ :=
  ∫ x : ℝ, boltzmann β a b x

/-- For `b > 0` the potential is nowhere below the parabola `x²` lowered by a constant, whatever the
sign of the harmonic stiffness `a`. -/
theorem parabola_le_potential {b : ℝ} (hb : 0 < b) (a x : ℝ) :
    x ^ 2 - (1 - a / 2) ^ 2 / (4 * b) ≤ a * x ^ 2 / 2 + b * x ^ 4 := by
  -- the difference is a complete square
  have h : a * x ^ 2 / 2 + b * x ^ 4 - (x ^ 2 - (1 - a / 2) ^ 2 / (4 * b))
      = (2 * b * x ^ 2 - (1 - a / 2)) ^ 2 / (4 * b) := by
    field_simp
    ring
  have h0 : 0 ≤ (2 * b * x ^ 2 - (1 - a / 2)) ^ 2 / (4 * b) := by positivity
  linarith

/-- For `β, b > 0` the Boltzmann factor is integrable for every real stiffness `a`. -/
theorem boltzmann_integrable {β b : ℝ} (hβ : 0 < β) (hb : 0 < b) (a : ℝ) :
    Integrable (boltzmann β a b) := by
  have hc : Continuous (boltzmann β a b) := by
    change Continuous fun x : ℝ => Real.exp (-β * (a * x ^ 2 / 2 + b * x ^ 4))
    fun_prop
  -- a Gaussian dominates the Boltzmann factor
  refine ((integrable_exp_neg_mul_sq hβ).const_mul
    (Real.exp (β * ((1 - a / 2) ^ 2 / (4 * b))))).mono' hc.aestronglyMeasurable
    (Eventually.of_forall fun x => ?_)
  rw [boltzmann, Real.norm_eq_abs, Real.abs_exp, ← Real.exp_add]
  apply Real.exp_le_exp.mpr
  have h := mul_le_mul_of_nonneg_left (parabola_le_potential hb a x) hβ.le
  linarith

/-- For `β, b > 0` the configuration integral is positive for every real stiffness `a`. -/
theorem configIntegral_pos {β b : ℝ} (hβ : 0 < β) (hb : 0 < b) (a : ℝ) :
    0 < configIntegral β a b := by
  have hs : Function.support (boltzmann β a b) = Set.univ := by
    ext x
    simp [boltzmann, Real.exp_ne_zero]
  rw [configIntegral, integral_pos_iff_support_of_nonneg
    (fun x => (Real.exp_pos _).le) (boltzmann_integrable hβ hb a), hs]
  simp

end

end ConfigIntegralPos
```

Compiling this gives:

```
Main.lean:53:22: error: Tactic `rewrite` failed: Did not find an occurrence of the pattern
  @LT.lt ℝ Real.instLT 0 (∫ (x : ℝ), rexp (-β * (a * x ^ 2 / 2 + b * x ^ 4)))
in the target expression
  @LT.lt ℝ Real.instLT 0 (∫ (x : ℝ), boltzmann β a b x)

β b : ℝ
hβ : 0 < β
hb : 0 < b
a : ℝ
hs : Function.support (boltzmann β a b) = Set.univ
⊢ 0 < ∫ (x : ℝ), boltzmann β a b x
```

This version goes through:

```diff
@@ -51,7 +51,8 @@
     ext x
     simp [boltzmann, Real.exp_ne_zero]
-  rw [configIntegral, integral_pos_iff_support_of_nonneg
-    (fun x => (Real.exp_pos _).le) (boltzmann_integrable hβ hb a), hs]
-  simp
+  have h0 : 0 ≤ boltzmann β a b := fun x => (Real.exp_pos _).le
+  -- a nonnegative integrable function with full support has a positive integral
+  exact (integral_pos_iff_support_of_nonneg h0 (boltzmann_integrable hβ hb a)).2
+    (by rw [hs]; simp)
 
 end
```

What went wrong. The message says that `rw` could not find the left side of the criterion in the goal. The nonnegativity proof passed to the criterion, `fun x => (Real.exp_pos _).le`, speaks of an exponential, so Lean took the integrand to be `rexp (...)` written out. The goal has `boltzmann β a b x` instead. The two are equal by definition, but `rw` does not unfold `boltzmann` when it looks for its pattern.

The repair states nonnegativity separately as `h0 : 0 ≤ boltzmann β a b`. Lean unfolds the definition when it checks the proof of `h0`, but the stated type keeps the name, so the criterion is now about `boltzmann β a b` itself.

The new proof also applies the criterion from right to left with `.2` and `exact`, so the goal no longer has to be rewritten. What remains is that the support has positive measure; `rw [hs]` turns the support into the whole line, and `simp` finishes. The added comment only describes the step.
